# One-electron Brown–Ravenhall levels, counted from the top, lie at or below the Dirac levels of the same rank in a finite basis

Let the finite types `p` and `q` label orthonormal free-particle spinors of positive and negative energy, and let $n$ and $m$ be their numbers. Levels are `eigenvalues₀`: eigenvalues repeated by multiplicity, in decreasing order and numbered from 0. "Above level $k$" therefore means an index $j<k$. The type `ι` labels a general finite basis.

In Lean 4 with Mathlib:

```lean
import Mathlib

open Matrix

namespace BrownRavenhallLevels

noncomputable section

variable {ι p q : Type*} [Fintype ι] [DecidableEq ι] [Fintype p] [DecidableEq p]
  [Fintype q] [DecidableEq q]
```

For a matrix $A$ and a state $x$, write $E_A(x)=\operatorname{Re}(x^\dagger A x)$. The state need not be normalised; for $x\neq0$ its mean energy is $E_A(x)/E_1(x)$, with $E_1(x)=x^\dagger x$.

```lean
/-- The real part of `x† A x`, the unnormalised mean value of `A` in the state `x`;
for `A = 1` it is the squared norm. -/
def expect (A : Matrix ι ι ℂ) (x : ι → ℂ) : ℝ := (star x ⬝ᵥ A *ᵥ x).re
```

The one-electron Dirac matrix is
$$H=\begin{pmatrix}B&X\\X^\dagger&C\end{pmatrix}.$$
Here $B$ is the projected Brown–Ravenhall matrix, $C$ the negative-energy block and $X$ their coupling. The code takes arbitrary matrices of this shape and does not construct the spinors or the potential.

```lean
/-- The Dirac matrix in a basis of positive- and negative-energy spinors, with diagonal
blocks `B` and `C` and coupling `X`. -/
def dirac (B : Matrix p p ℂ) (X : Matrix p q ℂ) (C : Matrix q q ℂ) :
    Matrix (p ⊕ q) (p ⊕ q) ℂ := Matrix.fromBlocks B X Xᴴ C
```

If $B^\dagger=B$ and $C^\dagger=C$, then $H^\dagger=H$, because the off-diagonal blocks are adjoints of each other.

```lean
omit [Fintype p] [DecidableEq p] [Fintype q] [DecidableEq q] in
/-- The Dirac matrix is Hermitian when its diagonal blocks are. -/
theorem dirac_isHermitian {B : Matrix p p ℂ} {C : Matrix q q ℂ} (hB : B.IsHermitian)
    (hC : C.IsHermitian) (X : Matrix p q ℂ) : (dirac B X C).IsHermitian :=
  hB.fromBlocks rfl hC
```

## Mean energies in sorted modes

The factor $V$ can be moved from the matrix to the state: $x^\dagger(V^\dagger AV)x=(Vx)^\dagger A(Vx)$.

```lean
omit [DecidableEq ι] [DecidableEq p] in
/-- The unnormalised mean value of `V† A V` in `x` is that of `A` in `V x`. -/
theorem expect_compress (V : Matrix ι p ℂ) (A : Matrix ι ι ℂ) (x : p → ℂ) :
    expect (Vᴴ * A * V) x = expect A (V *ᵥ x) := by
  unfold expect
  rw [Matrix.star_mulVec, ← Matrix.dotProduct_mulVec]
  simp only [Matrix.mulVec_mulVec, Matrix.mul_assoc]
```

For a diagonal matrix with real entries $d_j$ and amplitudes $c_j$, $E(c)=\sum_j d_j|c_j|^2$.

```lean
/-- For a real diagonal matrix the unnormalised mean value is the sum of the diagonal entries
weighted by the squared moduli of the amplitudes. -/
theorem expect_diagonal (d : ι → ℝ) (c : ι → ℂ) :
    expect (Matrix.diagonal fun j => (d j : ℂ)) c = ∑ j, d j * Complex.normSq (c j) := by
  simp only [expect, dotProduct, Matrix.mulVec_diagonal, Pi.star_apply, Complex.re_sum]
  refine Finset.sum_congr rfl fun j _ => ?_
  simp only [Complex.star_def, Complex.mul_re, Complex.mul_im, Complex.conj_re,
    Complex.conj_im, Complex.ofReal_re, Complex.ofReal_im, Complex.normSq_apply]
  ring
```

Setting every $d_j=1$ gives the squared norm, $E_1(c)=\sum_j|c_j|^2$.

```lean
private theorem expect_one (c : ι → ℂ) : expect 1 c = ∑ j, Complex.normSq (c j) := by
  simpa using expect_diagonal (fun _ => 1) c
```

If $x\ne0$, some $|x_i|^2$ is positive and the others are nonnegative, so $E_1(x)>0$.

```lean
private theorem expect_one_pos {x : ι → ℂ} (hx : x ≠ 0) : 0 < expect 1 x := by
  obtain ⟨i, hi⟩ := Function.ne_iff.1 hx
  rw [expect_one]
  exact Finset.sum_pos' (fun j _ => Complex.normSq_nonneg _)
    ⟨i, Finset.mem_univ i, Complex.normSq_pos.2 hi⟩
```

A Hermitian $A$ with levels $\lambda_j$ has the form $A=U\,\mathrm{diag}(\lambda_j)\,U^\dagger$ with $UU^\dagger=1$. The columns of $U$ are Mathlib's eigenvectors, relabelled so that their order is that of the levels.

```lean
private theorem exists_modes {A : Matrix ι ι ℂ} (hA : A.IsHermitian) :
    ∃ U : Matrix ι (Fin (Fintype.card ι)) ℂ, U * Uᴴ = 1 ∧
      U * Matrix.diagonal (fun j => (hA.eigenvalues₀ j : ℂ)) * Uᴴ = A := by
  let e : Fin (Fintype.card ι) ≃ ι := Fintype.equivOfCardEq (Fintype.card_fin _)
  let M : Matrix ι ι ℂ := hA.eigenvectorUnitary
  have hM : M * Mᴴ = 1 := Matrix.mem_unitaryGroup_iff.1 hA.eigenvectorUnitary.2
  have hU : M.submatrix id e * (M.submatrix id e)ᴴ = 1 := by
    rw [Matrix.conjTranspose_submatrix, Matrix.submatrix_mul_equiv, hM,
      Matrix.submatrix_id_id]
  -- the columns are eigenvectors, listed in order of decreasing eigenvalue
  have hAU : M.submatrix id e * Matrix.diagonal (fun j => (hA.eigenvalues₀ j : ℂ))
      = A * M.submatrix id e := by
    ext i j
    have h := congrFun (hA.mulVec_eigenvectorBasis (e j)) i
    have he : hA.eigenvalues (e j) = hA.eigenvalues₀ j := by
      simp [Matrix.IsHermitian.eigenvalues, e]
    rw [he] at h
    rw [Matrix.mul_diagonal, mul_comm]
    exact h.symm
  exact ⟨M.submatrix id e, hU, by rw [hAU, Matrix.mul_assoc, hU, Matrix.mul_one]⟩
```

With $c=U^\dagger x$, we have $E_A(x)=\sum_j\lambda_j|c_j|^2$ and $E_1(x)=\sum_j|c_j|^2$. If $c_j=0$ for all $j<k$, only terms with $\lambda_j\le\lambda_k$ remain, so $E_A(x)\le\lambda_kE_1(x)$. If $c_j=0$ for all $j>k$, the inequality is reversed. The proof compares the sums term by term; `W` is $U^\dagger$.

```lean
/-- In suitable mode amplitudes `W x`, a state without modes above level `k` has mean energy
at most that level, and a state without modes below it has mean energy at least that level. -/
theorem rayleigh_bounds {A : Matrix ι ι ℂ} (hA : A.IsHermitian) :
    ∃ W : Matrix (Fin (Fintype.card ι)) ι ℂ, ∀ k x,
      ((∀ j ∈ Finset.Iio k, (W *ᵥ x) j = 0) →
        expect A x ≤ hA.eigenvalues₀ k * expect 1 x) ∧
      ((∀ j ∈ Finset.Ioi k, (W *ᵥ x) j = 0) →
        hA.eigenvalues₀ k * expect 1 x ≤ expect A x) := by
  obtain ⟨U, hU, hD⟩ := exists_modes hA
  refine ⟨Uᴴ, fun k x => ?_⟩
  have h1 := expect_compress Uᴴ (Matrix.diagonal fun j => (hA.eigenvalues₀ j : ℂ)) x
  rw [Matrix.conjTranspose_conjTranspose, hD, expect_diagonal] at h1
  have h2 := expect_compress Uᴴ 1 x
  rw [Matrix.conjTranspose_conjTranspose, Matrix.mul_one, hU, expect_one (Uᴴ *ᵥ x)] at h2
  rw [h1, h2, Finset.mul_sum]
  constructor <;> intro h <;> refine Finset.sum_le_sum fun j _ => ?_
  · rcases lt_or_ge j k with hj | hj
    · simp [h j (Finset.mem_Iio.2 hj)]
    · exact mul_le_mul_of_nonneg_right (hA.eigenvalues₀_antitone hj) (Complex.normSq_nonneg _)
  · rcases lt_or_ge k j with hj | hj
    · simp [h j (Finset.mem_Ioi.2 hj)]
    · exact mul_le_mul_of_nonneg_right (hA.eigenvalues₀_antitone hj) (Complex.normSq_nonneg _)
```

## A state that meets both sets of conditions

Fewer than $n$ homogeneous linear conditions on $x\in\mathbb C^n$ leave a nonzero solution. Stack the conditions as the rows of a matrix $L$. If $Lx=0$ forced $x=0$, then $L$ would be injective and would need at least $n$ rows.

```lean
omit [DecidableEq p] in
private theorem exists_state {α β : Type*} (P : Matrix α p ℂ) (Q : Matrix β p ℂ)
    (s : Finset α) (t : Finset β) (h : s.card + t.card < Fintype.card p) :
    ∃ x : p → ℂ, x ≠ 0 ∧ (∀ j ∈ s, (P *ᵥ x) j = 0) ∧ ∀ j ∈ t, (Q *ᵥ x) j = 0 := by
  let L : Matrix (s ⊕ t) p ℂ := Matrix.of (Sum.elim (fun j => P j) (fun j => Q j))
  by_contra hne
  have inj : Function.Injective L.mulVecLin := by
    rw [injective_iff_map_eq_zero]
    intro x hx
    by_contra h0
    exact hne ⟨x, h0, fun j hj => congrFun hx (Sum.inl ⟨j, hj⟩),
      fun j hj => congrFun hx (Sum.inr ⟨j, hj⟩)⟩
  have hle := LinearMap.finrank_le_finrank_of_injective inj
  simp only [Module.finrank_fintype_fun_eq_card, Fintype.card_sum, Fintype.card_coe] at hle
  omega
```

Now let $H$ be any Hermitian matrix of size $N$ with levels $\lambda_j$, and let $B=V^\dagger HV$ have levels $\beta_i$, where $V^\dagger V=1$. Require that $x$ has no $B$-modes below level $i$ and that $Vx$ has no $H$-modes above level $i$. These are $(n-1-i)+i=n-1$ conditions, so a nonzero $x$ exists, and
$$\beta_iE_1(x)\le E_B(x)=E_H(Vx)\le\lambda_iE_1(Vx)=\lambda_iE_1(x).$$
Dividing by $E_1(x)>0$ gives $\beta_i\le\lambda_i$.

For the opposite bound, put $j=i+N-n$ and exclude the $B$-modes above $i$ and the $H$-modes below $j$. These are $i+(N-1-j)=n-1$ conditions, and the same comparison gives $\lambda_j\le\beta_i$.

Orthonormality matters: for $H=(1)$ and $V=(2)$, $V^\dagger HV=(4)$, and the projected level exceeds the original one.

```lean
/-- Cauchy interlacing: projecting `H` onto an orthonormal set of states (the columns of `V`) never
raises a level counted from the top and never lowers a level counted from the bottom. -/
theorem cauchy_interlacing {H : Matrix ι ι ℂ} {B : Matrix p p ℂ} (hH : H.IsHermitian)
    (hB : B.IsHermitian) (V : Matrix ι p ℂ) (hV : Vᴴ * V = 1) (hBV : Vᴴ * H * V = B)
    (i : Fin (Fintype.card p)) (j : Fin (Fintype.card ι)) :
    ((j : ℕ) = i → hB.eigenvalues₀ i ≤ hH.eigenvalues₀ j) ∧
    ((j : ℕ) + Fintype.card p = i + Fintype.card ι →
      hH.eigenvalues₀ j ≤ hB.eigenvalues₀ i) := by
  obtain ⟨P, hP⟩ := rayleigh_bounds hB
  obtain ⟨Q, hQ⟩ := rayleigh_bounds hH
  have hi := i.isLt
  have hj := j.isLt
  -- `H` in `V x` has the same expectation as `B` in `x`, and `V` preserves norms
  have hE : ∀ x, expect H (V *ᵥ x) = expect B x := fun x => by rw [← expect_compress, hBV]
  have hN : ∀ x, expect 1 (V *ᵥ x) = expect 1 x := fun x => by
    rw [← expect_compress, Matrix.mul_one, hV]
  constructor <;> intro hij
  · obtain ⟨x, hx, h1, h2⟩ := exists_state P (Q * V) (Finset.Ioi i) (Finset.Iio j)
      (by rw [Fin.card_Ioi, Fin.card_Iio]; omega)
    simp only [← Matrix.mulVec_mulVec] at h2
    have b := (hQ j (V *ᵥ x)).1 h2
    rw [hE, hN] at b
    exact le_of_mul_le_mul_right (((hP i x).2 h1).trans b) (expect_one_pos hx)
  · obtain ⟨x, hx, h1, h2⟩ := exists_state P (Q * V) (Finset.Iio i) (Finset.Ioi j)
      (by rw [Fin.card_Ioi, Fin.card_Iio]; omega)
    simp only [← Matrix.mulVec_mulVec] at h2
    have b := (hQ j (V *ᵥ x)).2 h2
    rw [hE, hN] at b
    exact le_of_mul_le_mul_right (b.trans ((hP i x).1 h1)) (expect_one_pos hx)
```

## From projection to the Dirac blocks

Let the columns of $V$ be distinct unit vectors, $V_{ai}=\delta_{a,f(i)}$ with $f$ injective. Then $(V^\dagger V)_{ij}=\delta_{f(i),f(j)}=\delta_{ij}$ and $(V^\dagger HV)_{ij}=H_{f(i),f(j)}$.

```lean
omit [Fintype p] in
/-- Selecting distinct basis spinors `f` gives orthonormal columns, and the projected matrix
is the corresponding principal submatrix. -/
theorem cauchy_interlacing_witness (H : Matrix ι ι ℂ) (f : p → ι)
    (hf : Function.Injective f) :
    ((1 : Matrix ι ι ℂ).submatrix id f)ᴴ * (1 : Matrix ι ι ℂ).submatrix id f = 1 ∧
    ((1 : Matrix ι ι ℂ).submatrix id f)ᴴ * H * (1 : Matrix ι ι ℂ).submatrix id f
      = H.submatrix f f := by
  rw [Matrix.conjTranspose_submatrix, Matrix.conjTranspose_one]
  constructor <;> ext i j
  · simp [Matrix.mul_apply, Matrix.one_apply, hf.eq_iff]
  · simp [Matrix.mul_apply, Matrix.one_apply]
```

Selecting the positive-energy spinors gives $V^\dagger HV=B$, hence $\beta_k\le\lambda_k$ for $0\le k<n$. The type `Fin (Fintype.card p)` carries the range of $k$.

```lean
/-- Each Brown-Ravenhall level, counted from the top, is at most the Dirac level with the
same number. -/
theorem brownRavenhall_le_dirac {B : Matrix p p ℂ} {C : Matrix q q ℂ} (hB : B.IsHermitian)
    (hC : C.IsHermitian) (X : Matrix p q ℂ) (k : Fin (Fintype.card p)) :
    hB.eigenvalues₀ k ≤ (dirac_isHermitian hB hC X).eigenvalues₀
      ⟨k, by have := k.isLt; rw [Fintype.card_sum]; omega⟩ := by
  have w := cauchy_interlacing_witness (dirac B X C) Sum.inl Sum.inl_injective
  exact (cauchy_interlacing (dirac_isHermitian hB hC X) hB _ w.1 w.2 k _).1 rfl
```

Selecting the negative-energy spinors gives $C$, with levels $\gamma_k$. The shifted bound, with $N=n+m$, becomes $\lambda_{n+k}\le\gamma_k$ for $0\le k<m$.

```lean
/-- The Dirac levels that follow the highest `card p` ones are at most the levels of the
negative-energy block, in order. -/
theorem dirac_le_negative_block {B : Matrix p p ℂ} {C : Matrix q q ℂ} (hB : B.IsHermitian)
    (hC : C.IsHermitian) (X : Matrix p q ℂ) (k : Fin (Fintype.card q)) :
    (dirac_isHermitian hB hC X).eigenvalues₀
      ⟨Fintype.card p + k, by have := k.isLt; rw [Fintype.card_sum]; omega⟩
      ≤ hC.eigenvalues₀ k := by
  have w := cauchy_interlacing_witness (dirac B X C) Sum.inr Sum.inr_injective
  refine (cauchy_interlacing (dirac_isHermitian hB hC X) hC _ w.1 w.2 k _).2 ?_
  have := Fintype.card_sum (α := p) (β := q)
  simp only
  omega
```

Suppose that every $\beta_k>0$ and every $\gamma_k<0$, with energies measured from the middle of the free-particle gap. Physically, the potential is too weak to push a level of either block across zero. This is assumed, not derived. For $j<n$, $\lambda_j\ge\beta_j>0$; for $j\ge n$, $\lambda_j\le\gamma_{j-n}<0$. The $n$ highest Dirac levels are thus exactly the positive ones, and level $k$ of $B$ corresponds to the $k$-th of them.

By the bound $\beta_k\le\lambda_k$, neglecting $X$ in a finite one-electron basis with these signs never raises a positive level. This applies equally to the first-order Douglas–Kroll–Hess method, whose matrix is also $B$. The size of the lowering is not bounded here.

```lean
/-- If the block `B` has only positive levels and the block `C` only negative ones, the
positive Dirac levels are exactly the `card p` highest, whatever the coupling `X`. -/
theorem dirac_level_pos_iff {B : Matrix p p ℂ} {C : Matrix q q ℂ} (hB : B.IsHermitian)
    (hC : C.IsHermitian) (X : Matrix p q ℂ) (hpos : ∀ i, 0 < hB.eigenvalues₀ i)
    (hneg : ∀ i, hC.eigenvalues₀ i < 0) (j : Fin (Fintype.card (p ⊕ q))) :
    0 < (dirac_isHermitian hB hC X).eigenvalues₀ j ↔ (j : ℕ) < Fintype.card p := by
  obtain ⟨j, hj⟩ := j
  constructor
  · intro h
    by_contra hn
    obtain ⟨i, rfl⟩ := Nat.exists_eq_add_of_le (not_lt.1 hn)
    have hi : i < Fintype.card q := by
      have := Fintype.card_sum (α := p) (β := q)
      omega
    exact lt_asymm h ((dirac_le_negative_block hB hC X ⟨i, hi⟩).trans_lt (hneg _))
  · intro h
    exact (hpos ⟨j, h⟩).trans_le (brownRavenhall_le_dirac hB hC X ⟨j, h⟩)

end

end BrownRavenhallLevels
```

```lean
#print axioms BrownRavenhallLevels.brownRavenhall_le_dirac
#print axioms BrownRavenhallLevels.dirac_level_pos_iff
```

```
'BrownRavenhallLevels.brownRavenhall_le_dirac' depends on axioms: [propext, Classical.choice, Quot.sound]
'BrownRavenhallLevels.dirac_level_pos_iff' depends on axioms: [propext, Classical.choice, Quot.sound]
```
